# With I − K invertible, DIIS solves x = Kx + b exactly from rank K + 2 plain iterates

Let $K$ be a real square matrix of rank $r$ with $I-K$ invertible. Then some polynomial $p$ of degree at most $r+1$, with $p(0)=1$, satisfies $p(I-K)=0$. Consequently, DIIS (direct inversion in the iterative subspace) applied to the plain fixed-point iterates $x_0,\dots,x_N$ of $x\mapsto Kx+b$ returns an exact solution of $x=Kx+b$ as soon as $N\ge r+1$, whatever the size of the matrix.

The physical problem is self-consistency: an input density or potential $x$ produces an output, and the two must agree. Near a solution the output responds to a change of input through a matrix $K$. Let $I-K$ be invertible. If the self-consistency map is exactly affine and the history consists of plain iterates, $r+2$ stored vectors are enough, where $r$ counts the independent directions in which the output can respond, whatever the basis size. A real self-consistent-field calculation differs on both points: its map is nonlinear, and the usual DIIS cycle feeds extrapolated vectors back into the history. The theorem covers neither.

```lean
import Mathlib

open Matrix Finset
open scoped Polynomial

namespace LowRankDIIS

variable {F n m : Type*} [Field F] [Fintype n] [DecidableEq n] [Fintype m] [DecidableEq m]
```

The polynomial results hold over any field `F`; the DIIS results are over the reals. The Lean matrix `1` is $I$, and `IsUnit` means invertible.

## A response that acts through r channels

Physically, rank $r$ means that the output can change in only $r$ independent directions. Every matrix has a rank, so this restricts nothing by itself; a small $r$ is what makes the bound useful. A response with a few strong modes and a weak tail counts with its full rank.

By hand, take a basis of the range of $K$ as the columns of $U$, and let column $j$ of $V$ hold the coordinates of $Ke_j$ in that basis, where $e_j$ is the $j$-th unit vector. Then $K=UV$, and $VU$ is only $r\times r$. The Lean proof makes the same choice and reads off the entries from the basis expansion `b.sum_repr`.

```lean
/-- A response matrix factors through as many channels as its rank. -/
theorem exists_channels (K : Matrix n n F) :
    ∃ (U : Matrix n (Fin K.rank) F) (V : Matrix (Fin K.rank) n F), K = U * V := by
  -- the channels are a basis of the range of the response
  have b : Module.Basis (Fin K.rank) F (LinearMap.range K.mulVecLin) :=
    Module.finBasisOfFinrankEq F _ rfl
  refine ⟨Matrix.of fun i k => (b k : n → F) i,
    Matrix.of fun k j => b.repr ⟨K.mulVecLin (Pi.single j 1), LinearMap.mem_range_self _ _⟩ k, ?_⟩
  ext i j
  have h := congrArg (fun v : LinearMap.range K.mulVecLin => (v : n → F) i)
    (b.sum_repr ⟨K.mulVecLin (Pi.single j 1), LinearMap.mem_range_self _ _⟩)
  simp only [Submodule.coe_sum, Submodule.coe_smul, Finset.sum_apply, Pi.smul_apply,
    smul_eq_mul] at h
  have hc : K.mulVecLin (Pi.single j 1) i = K i j := by simp
  rw [Matrix.mul_apply]
  exact hc.symm.trans (h.symm.trans (Finset.sum_congr rfl fun k _ => mul_comm _ _))
```

Regrouping the factors gives $(UV)^kU=U(VU)^k$ for every $k$, and by linearity $f(UV)\,U=U\,f(VU)$ for every polynomial $f$. In Lean the first statement is an induction on $k$, the second an induction on the polynomial; `Polynomial.aeval A f` is $f(A)$.

```lean
/-- A polynomial in the full response `U V` acts on the channels as the same polynomial in the
matrix `V U`. -/
theorem aeval_mul_channels (U : Matrix n m F) (V : Matrix m n F) (q : F[X]) :
    Polynomial.aeval (U * V) q * U = U * Polynomial.aeval (V * U) q := by
  have hpow : ∀ k : ℕ, (U * V) ^ k * U = U * (V * U) ^ k := by
    intro k
    induction k with
    | zero => simp
    | succ k ih =>
      calc (U * V) ^ (k + 1) * U = (U * V) ^ k * U * (V * U) := by
            rw [pow_succ]; simp only [Matrix.mul_assoc]
        _ = U * (V * U) ^ (k + 1) := by rw [ih, pow_succ, Matrix.mul_assoc]
  induction q using Polynomial.induction_on' with
  | add p q hp hq => rw [map_add, map_add, Matrix.add_mul, Matrix.mul_add, hp, hq]
  | monomial k a =>
    rw [Polynomial.aeval_monomial, Polynomial.aeval_monomial, ← Algebra.smul_def,
      ← Algebra.smul_def, Matrix.smul_mul, Matrix.mul_smul, hpow]
```

## No zero mode: I − K is invertible

A change $\delta x$ of the input changes the mismatch $Kx+b-x$ by $-(I-K)\,\delta x$. Invertibility says that no nonzero change goes unnoticed. It doesn't require $K$ to be a contraction, so the plain iteration may diverge.

The derivation uses this hypothesis to normalise a polynomial. Let $\chi(t)=\det(tI-VU)$, which has degree $r$. By Cayley–Hamilton $\chi(VU)=0$, hence
$$\chi(K)K=\chi(UV)\,UV=U\chi(VU)V=0 .$$
Moreover
$$\chi(1)=\det(I-VU)=\det(I-UV)=\det(I-K)\neq0 ,$$
so we may define $q(t)=t\chi(t)/\chi(1)$. It has degree $r+1$, $q(1)=1$ and $q(K)=0$.

In the next proof, `hd` is the statement $\chi(1)\ne0$, obtained from `Matrix.det_one_sub_mul_comm`, and `hz` is $\chi(K)K=0$. The lemma allows any number of channels, `Fintype.card m`.

```lean
/-- If `1 - U V` is invertible, the response `U V` is annihilated by a polynomial whose
coefficients sum to one and whose degree is at most the number of channels plus one. -/
theorem exists_annihilator_of_channels (U : Matrix n m F) (V : Matrix m n F)
    (h : IsUnit (1 - U * V)) :
    ∃ p : F[X], p.natDegree ≤ Fintype.card m + 1 ∧ p.eval 1 = 1 ∧
      Polynomial.aeval (U * V) p = 0 := by
  -- the value at one of the characteristic polynomial of `V U` is a nonzero determinant
  have hd : (V * U).charpoly.eval 1 ≠ 0 := by
    rw [Matrix.eval_charpoly, map_one, Matrix.det_one_sub_mul_comm]
    exact ((Matrix.isUnit_iff_isUnit_det _).1 h).ne_zero
  refine ⟨Polynomial.C ((V * U).charpoly.eval 1)⁻¹ * ((V * U).charpoly * Polynomial.X),
    ?_, ?_, ?_⟩
  · calc _ ≤ ((V * U).charpoly * Polynomial.X).natDegree := Polynomial.natDegree_C_mul_le _ _
      _ ≤ (V * U).charpoly.natDegree + (Polynomial.X : F[X]).natDegree :=
          Polynomial.natDegree_mul_le
      _ = Fintype.card m + 1 := by
          rw [Polynomial.natDegree_X, Matrix.charpoly_natDegree_eq_dim]
  · rw [Polynomial.eval_mul, Polynomial.eval_mul, Polynomial.eval_C, Polynomial.eval_X,
      mul_one, inv_mul_cancel₀ hd]
  · -- Cayley-Hamilton for `V U`
    have hz : Polynomial.aeval (U * V) (V * U).charpoly * (U * V) = 0 := by
      rw [← Matrix.mul_assoc, aeval_mul_channels, Matrix.aeval_self_charpoly,
        Matrix.mul_zero, Matrix.zero_mul]
    rw [map_mul, map_mul, Polynomial.aeval_X, hz, mul_zero]
```

Inserting the factorisation through $r$ channels gives the bound in terms of the rank. The polynomial called `p` in this statement is the $q$ of the derivation.

```lean
/-- If `1 - K` is invertible, the response `K` is annihilated by a polynomial of degree at
most `rank K + 1` whose coefficients sum to one. -/
theorem exists_response_annihilator (K : Matrix n n F) (h : IsUnit (1 - K)) :
    ∃ p : F[X], p.natDegree ≤ K.rank + 1 ∧ p.eval 1 = 1 ∧ Polynomial.aeval K p = 0 := by
  obtain ⟨U, V, hK⟩ := exists_channels K
  obtain ⟨p, hp, h1, h0⟩ := exists_annihilator_of_channels U V (by rwa [← hK])
  rw [← hK] at h0
  exact ⟨p, by simpa using hp, h1, h0⟩
```

Now set $p(s)=q(1-s)$. The degree doesn't grow, $p(0)=q(1)=1$, and $p(I-K)=q(K)=0$. The Lean proof performs this substitution with `q.comp (1 - Polynomial.X)`.

```lean
/-- If `1 - K` is invertible, some residual polynomial `p` with `p(0) = 1` and degree at most
`rank K + 1` satisfies `p(1 - K) = 0`. -/
theorem exists_residual_polynomial (K : Matrix n n F) (h : IsUnit (1 - K)) :
    ∃ p : F[X], p.natDegree ≤ K.rank + 1 ∧ p.eval 0 = 1 ∧
      Polynomial.aeval (1 - K) p = 0 := by
  obtain ⟨q, hq, h1, h0⟩ := exists_response_annihilator K h
  have hX : (1 - Polynomial.X : F[X]).natDegree ≤ 1 :=
    (Polynomial.natDegree_sub_le _ _).trans (by simp)
  refine ⟨q.comp (1 - Polynomial.X), ?_, ?_, ?_⟩
  · calc _ ≤ q.natDegree * (1 - Polynomial.X : F[X]).natDegree := Polynomial.natDegree_comp_le
      _ ≤ q.natDegree * 1 := Nat.mul_le_mul_left _ hX
      _ ≤ K.rank + 1 := by rwa [mul_one]
  · simp [Polynomial.eval_comp, h1]
  · rw [Polynomial.aeval_comp, map_sub, map_one, Polynomial.aeval_X, sub_sub_cancel, h0]
```

If $I-K$ is singular, no such polynomial exists in any degree: a vector $v\ne0$ with $(I-K)v=0$ gives $p(I-K)v=p(0)v=v$. The self-consistency problem may then have no solution either, as $x=x+1$ shows for a single variable.

## An affine map and a history of plain iterates

Write $R(x)=Kx+b-x$ for the residual. This is output minus input, not the commutator of Fock and density matrices that often serves as the DIIS error vector. The history consists of $x_{k+1}=Kx_k+b$, with no extrapolated vector fed back into it, unlike the usual DIIS cycle.

```lean
/-- The residual `K x + b - x` of the linear self-consistency problem `x = K x + b`. -/
def residual (K : Matrix n n ℝ) (b x : n → ℝ) : n → ℝ := K *ᵥ x + b - x

/-- The `k`-th plain fixed-point iterate of `x ↦ K x + b`, started from `x₀`. -/
def iterate (K : Matrix n n ℝ) (b x₀ : n → ℝ) (k : ℕ) : n → ℝ :=
  (fun x => K *ᵥ x + b)^[k] x₀
```

By hand, with $R_k=R(x_k)$,
$$R_{k+1}=K(Kx_k+b)+b-(Kx_k+b)=K(Kx_k+b-x_k)=KR_k,$$
so $R_k=K^kR_0$: the stored residuals are Krylov vectors. This is where the plain history enters. Arbitrary stored vectors would not do, since $N+1$ copies of $x_0$ always combine to the residual $R_0$.

Affinity enters a second time, at the end. If $\sum_i c_i=1$, then
$$\sum_i c_iR_i=K\sum_i c_ix_i+b-\sum_i c_ix_i=R\Big(\sum_i c_ix_i\Big).$$
For a nonlinear map the two sides differ in general, and a vanishing combined residual need not mean a solution.

## Coefficients that sum to one and minimise

DIIS chooses $c_0,\dots,c_N$ to make the combined residual as short as possible under the constraint $\sum_i c_i=1$. In Lean, `mixedResidual` is $\sum_{i=0}^N c_iR_i$, and `IsDIIS` contains the constraint and the minimum property, with the squared norm written as a dot product. The coefficients form a function on all natural numbers, of which only the values at $0,\dots,N$ matter.

```lean
/-- The combination of the residuals of iterates `0, …, N` with coefficients `c`. -/
def mixedResidual (K : Matrix n n ℝ) (b x₀ : n → ℝ) (N : ℕ) (c : ℕ → ℝ) : n → ℝ :=
  ∑ i ∈ range (N + 1), c i • residual K b (iterate K b x₀ i)

/-- DIIS coefficients for iterates `0, …, N`: they sum to one and minimise the squared norm
of the combined residual under that constraint. -/
def IsDIIS (K : Matrix n n ℝ) (b x₀ : n → ℝ) (N : ℕ) (c : ℕ → ℝ) : Prop :=
  ∑ i ∈ range (N + 1), c i = 1 ∧ ∀ d : ℕ → ℝ, ∑ i ∈ range (N + 1), d i = 1 →
    mixedResidual K b x₀ N c ⬝ᵥ mixedResidual K b x₀ N c ≤
      mixedResidual K b x₀ N d ⬝ᵥ mixedResidual K b x₀ N d
```

Even the values at $0,\dots,N$ need not be unique: if $x_0$ is already a solution, all stored residuals vanish and any coefficients with sum one are minimisers. The termination theorem holds for every minimiser. How a program finds one, and what rounding does to it, lies beyond this definition.

Both conditions do work. Without the constraint, $c=0$ is a minimiser, and it extrapolates to the zero vector, whose residual is $b$. Without minimisation, $c=(1,0,\dots,0)$ is allowed and merely returns $x_0$.

## A history that reaches iterate r + 1

The condition $N\ge r+1$ means at least $r+2$ stored vectors, since counting starts at $x_0$. It leaves room for all coefficients of $q(t)=\sum_i q_it^i$, with $q_i=0$ above the degree. These coefficients are admissible for DIIS, because $\sum_i q_i=q(1)=1$, and they cancel the residuals:
$$\sum_{i=0}^N q_iR_i=q(K)R_0=0 .$$
A DIIS minimiser $c$ can do no worse, so
$$0\le\Big\|\sum_i c_iR_i\Big\|^2\le\Big\|\sum_i q_iR_i\Big\|^2=0 .$$
Its combined residual vanishes, and by affinity $\sum_i c_ix_i$ solves $x=Kx+b$.

The Krylov form of the residuals comes first, by induction on the iterate number.

```lean
/-- The residuals of the plain iterates are the Krylov vectors `K ^ k r₀`. -/
theorem residual_iterate (K : Matrix n n ℝ) (b x₀ : n → ℝ) (k : ℕ) :
    residual K b (iterate K b x₀ k) = K ^ k *ᵥ residual K b x₀ := by
  induction k with
  | zero => simp [iterate]
  | succ k ih =>
    have hs : iterate K b x₀ (k + 1) = K *ᵥ iterate K b x₀ k + b :=
      Function.iterate_succ_apply' _ _ _
    rw [pow_succ', ← Matrix.mulVec_mulVec, ← ih, hs]
    unfold residual
    rw [Matrix.mulVec_sub]
    abel
```

In the termination theorem, `hN` is the length condition and `hc` says that `c` is a DIIS minimiser. The proof follows the lines above: `hsum` shows that the polynomial's coefficients are admissible, `hkry` and `hzero` that they cancel the residuals, `hle` and `hmin` that the minimum is zero, and `haff` moves the combination inside the residual. The step from zero squared norm to zero vector uses that the entries are real.

```lean
/-- If `1 - K` is invertible and the history reaches at least iterate `rank K + 1`, the vector
extrapolated with DIIS coefficients solves `x = K x + b` exactly. -/
theorem diis_terminates (K : Matrix n n ℝ) (b x₀ : n → ℝ) (h : IsUnit (1 - K))
    {N : ℕ} (hN : K.rank + 1 ≤ N) {c : ℕ → ℝ} (hc : IsDIIS K b x₀ N c) :
    residual K b (∑ i ∈ range (N + 1), c i • iterate K b x₀ i) = 0 := by
  obtain ⟨p, hp, h1, h0⟩ := exists_response_annihilator K h
  have hlt : p.natDegree < N + 1 := by omega
  have hsum : ∑ i ∈ range (N + 1), p.coeff i = 1 := by
    rw [Polynomial.eval_eq_sum_range' hlt] at h1
    simpa using h1
  -- the coefficients of the annihilating polynomial cancel the stored residuals
  have hkry : ∀ M : ℕ, ∑ i ∈ range M, p.coeff i • residual K b (iterate K b x₀ i) =
      (∑ i ∈ range M, p.coeff i • K ^ i) *ᵥ residual K b x₀ := by
    intro M
    induction M with
    | zero => simp
    | succ M ih =>
      rw [sum_range_succ, sum_range_succ, ih, Matrix.add_mulVec, Matrix.smul_mulVec,
        residual_iterate]
  have hzero : mixedResidual K b x₀ N p.coeff = 0 := by
    unfold mixedResidual
    rw [hkry, ← Polynomial.aeval_eq_sum_range' hlt, h0, Matrix.zero_mulVec]
  -- hence the minimal residual is zero
  have hle := hc.2 p.coeff hsum
  rw [hzero, dotProduct_zero] at hle
  have hmin : mixedResidual K b x₀ N c = 0 :=
    dotProduct_self_eq_zero.1 (le_antisymm hle (sum_nonneg fun i _ => mul_self_nonneg _))
  -- the residual is affine, so it commutes with the extrapolation
  have haff : ∀ M : ℕ, ∑ i ∈ range M, c i • residual K b (iterate K b x₀ i) =
      K *ᵥ (∑ i ∈ range M, c i • iterate K b x₀ i) + (∑ i ∈ range M, c i) • b
        - ∑ i ∈ range M, c i • iterate K b x₀ i := by
    intro M
    induction M with
    | zero => simp
    | succ M ih =>
      simp only [sum_range_succ, ih, Matrix.mulVec_add, Matrix.mulVec_smul]
      simp only [residual]
      module
  have hfin := haff (N + 1)
  rw [hc.1, one_smul] at hfin
  exact hfin.symm.trans hmin
```

The bound can't be lowered to $r$ for every $K$. Take
$$K=\begin{pmatrix}0&1\\0&0\end{pmatrix},\qquad R_0=\begin{pmatrix}0\\1\end{pmatrix},$$
which has rank one and $\det(I-K)=1$. A polynomial of degree at most one with $p(0)=1$ is $p(s)=1+as$, and
$$p(I-K)R_0=\begin{pmatrix}-a\\1+a\end{pmatrix},$$
which is never zero. For DIIS with $N=1$, the residuals are $R_0=(0,1)$ and $R_1=(1,0)$; the best combination takes half of each and leaves a squared norm of $1/2$.

The last theorem states the polynomial part of this example. Its proof bounds the rank from above by a factorisation through one channel, and from below by noting that a matrix without channels would be zero. It then compares the two components of $p(I-K)R_0$, named `e0` and `e1`, which put contradictory demands on $a$.

```lean
/-- For the response `!![0, 1; 0, 0]`, of rank one and with `1 - K` invertible, no polynomial
of degree at most one with `p(0) = 1` removes the residual `(0, 1)`. -/
theorem rank_add_one_sharp :
    (!![0, 1; 0, 0] : Matrix (Fin 2) (Fin 2) ℝ).rank = 1 ∧
    IsUnit (1 - !![0, 1; 0, 0] : Matrix (Fin 2) (Fin 2) ℝ) ∧
    ∀ p : ℝ[X], p.natDegree ≤ 1 → p.eval 0 = 1 →
      Polynomial.aeval (1 - !![0, 1; 0, 0] : Matrix (Fin 2) (Fin 2) ℝ) p *ᵥ ![0, 1] ≠ 0 := by
  refine ⟨le_antisymm ?_ ?_, ?_, ?_⟩
  · have hf : (!![0, 1; 0, 0] : Matrix (Fin 2) (Fin 2) ℝ) =
        (!![1; 0] : Matrix (Fin 2) (Fin 1) ℝ) * (!![0, 1] : Matrix (Fin 1) (Fin 2) ℝ) := by
      ext i j
      fin_cases i <;> fin_cases j <;> simp [Matrix.mul_apply]
    rw [hf]
    exact (Matrix.rank_mul_le_left _ _).trans ((Matrix.rank_le_card_width _).trans (by simp))
  · -- a response without channels would vanish
    refine Nat.one_le_iff_ne_zero.2 fun hr => ?_
    obtain ⟨U, V, hK⟩ := exists_channels (!![0, 1; 0, 0] : Matrix (Fin 2) (Fin 2) ℝ)
    have he : IsEmpty (Fin (!![0, 1; 0, 0] : Matrix (Fin 2) (Fin 2) ℝ).rank) := by
      rw [hr]; infer_instance
    have h01 := congrFun (congrFun hK 0) 1
    rw [Matrix.mul_apply, Finset.univ_eq_empty, Finset.sum_empty] at h01
    simp at h01
  · exact (Matrix.isUnit_iff_isUnit_det _).2 (by simp [Matrix.det_fin_two])
  · intro p hp h0 h
    rw [Polynomial.aeval_eq_sum_range' (show p.natDegree < 2 by omega), sum_range_succ,
      sum_range_one, pow_zero, pow_one, Polynomial.coeff_zero_eq_eval_zero, h0] at h
    have e0 := congrFun h 0
    have e1 := congrFun h 1
    simp [Matrix.mulVec, dotProduct, Fin.sum_univ_two] at e0 e1
    linarith

end LowRankDIIS
```

```lean
#print axioms LowRankDIIS.exists_residual_polynomial
#print axioms LowRankDIIS.diis_terminates
#print axioms LowRankDIIS.rank_add_one_sharp
```

```
'LowRankDIIS.exists_residual_polynomial' depends on axioms: [propext, Classical.choice, Quot.sound]
'LowRankDIIS.diis_terminates' depends on axioms: [propext, Classical.choice, Quot.sound]
'LowRankDIIS.rank_add_one_sharp' depends on axioms: [propext, Classical.choice, Quot.sound]
```
